# In a differentiable eigenframe, the velocity matrix is diagonal on each degenerate block

## Which velocities belong to a band crossing?

I label bands by a differentiable unitary frame $U(q)$ and differentiable energies $\varepsilon_i(q)$, so that they pass through a crossing instead of being sorted by energy. With $H(q)=U(q)D(q)U(q)^\dagger$, the matrix $U^\dagger H'U$ should then carry the band slopes on the diagonal of each degenerate block. In another basis of the block the diagonal entries can change, but the trace of the squared block should not. Can this be made rigorous and machine-checked?

## The commutator vanishes between states of equal energy

Yes, for finite matrices and one real momentum component. Let $D=\mathrm{diag}(\varepsilon_i)$, let primes denote derivatives at $q=k$, and set $A=U^\dagger U'$. Differentiating $U^\dagger U=1$ gives

$$U'^\dagger U+U^\dagger U'=0,\qquad\text{so}\qquad A^\dagger=-A.$$

The product rule gives

$$H'=U'DU^\dagger+UD'U^\dagger+UDU'^\dagger .$$

Multiplying by $U^\dagger$ on the left and $U$ on the right,

$$U^\dagger H'U=AD+D'+DA^\dagger=D'+[A,D],$$

$$(U^\dagger H'U)_{ij}=\varepsilon_i'\delta_{ij}+A_{ij}(\varepsilon_j-\varepsilon_i).$$

If $\varepsilon_i=\varepsilon_j=E$, the second term vanishes. The block $P$ at energy $E$ is therefore $\mathrm{diag}(\varepsilon_i')$.

For a unitary $V$ acting within the block, $VV^\dagger=1$ and cyclicity of the trace give

$$\mathrm{tr}\,(V^\dagger PV)^2=\mathrm{tr}\,(V^\dagger P^2V)=\mathrm{tr}\,P^2=\sum_{i:\,\varepsilon_i=E}(\varepsilon_i')^2 .$$

For any Hermitian $M$, $\mathrm{tr}\,M^2=\sum_{ij}|M_{ij}|^2$, so the squared diagonal entries alone miss the off-diagonal weight.

The crossing $H(q)=q\sigma_x$ shows the difference. Its normalised eigenvectors are $(1,1)/\sqrt2$ and $(1,-1)/\sqrt2$, up to phase, with slopes $1$ and $-1$. The squared diagonal entries of $\sigma_x$ sum to $0$ in the original basis and to $2$ in the eigenbasis; the trace of the square is $2$ in both.

In the Lean file, `HasEntryDeriv M M' k` says that every matrix entry is differentiable at `k`, in a fixed orthonormal basis. `bandMatrix` is a real diagonal matrix, `connection` is $A$, and `velocityMatrix` is $U^\dagger H'U$, called the velocity matrix here, in units with $\hbar=1$. `degenerateBlock (ε k) E` keeps the states whose energy is exactly `E`. Unitarity and the decomposition of $H$ are assumed for all real `q`, differentiability only at `k`. The existence of a frame that is differentiable at `k` is a hypothesis: it says that the chosen eigenstates have a well-defined first-order change there, even at a crossing.

```lean
import Mathlib

open Matrix

namespace BandVelocityMatrix

noncomputable section

variable {n : Type*} [Fintype n] [DecidableEq n]

/-- The matrix function `M` of the crystal momentum has the derivative `M'` at `k`,
entry by entry. -/
def HasEntryDeriv (M : ℝ → Matrix n n ℂ) (M' : Matrix n n ℂ) (k : ℝ) : Prop :=
  ∀ i j, HasDerivAt (fun q => M q i j) (M' i j) k

/-- The diagonal matrix with real entries `e i`, such as band energies or band slopes. -/
def bandMatrix (e : n → ℝ) : Matrix n n ℂ := Matrix.diagonal fun i => (e i : ℂ)

/-- The connection `A = Uᴴ U'` of a frame `U` with derivative `U'`. -/
def connection (U U' : Matrix n n ℂ) : Matrix n n ℂ := Uᴴ * U'

/-- The derivative `H'` of the Hamiltonian, written in the frame `U`. -/
def velocityMatrix (U H' : Matrix n n ℂ) : Matrix n n ℂ := Uᴴ * H' * U

/-- The block of `M` on the states whose energy `e i` equals `E`. -/
def degenerateBlock (e : n → ℝ) (E : ℝ) (M : Matrix n n ℂ) :
    Matrix {i // e i = E} {i // e i = E} ℂ :=
  M.submatrix Subtype.val Subtype.val

omit [DecidableEq n] in
/-- The product rule for matrix functions, with the order of the factors kept. -/
theorem HasEntryDeriv.mul {M N : ℝ → Matrix n n ℂ} {M' N' : Matrix n n ℂ} {k : ℝ}
    (hM : HasEntryDeriv M M' k) (hN : HasEntryDeriv N N' k) :
    HasEntryDeriv (fun q => M q * N q) (M' * N k + M k * N') k := by
  intro i j
  have h : HasDerivAt (fun q => ∑ l, M q i l * N q l j)
      (∑ l, (M' i l * N k l j + M k i l * N' l j)) k :=
    HasDerivAt.fun_sum fun l _ => (hM i l).fun_mul (hN l j)
  simpa only [Matrix.mul_apply, Matrix.add_apply, Finset.sum_add_distrib] using h

/-- The connection of a differentiable unitary frame is anti-Hermitian. -/
theorem connection_antiHermitian {U : ℝ → Matrix n n ℂ} {U' : Matrix n n ℂ} {k : ℝ}
    (hU : ∀ q, (U q)ᴴ * U q = 1) (hU' : HasEntryDeriv U U' k) :
    (connection (U k) U')ᴴ = -connection (U k) U' := by
  have hUs : HasEntryDeriv (fun q => (U q)ᴴ) U'ᴴ k := fun i j => (hU' j i).star
  have h := hUs.mul hU'
  -- the product `Uᴴ U` is constant, so its derivative vanishes
  have h0 : U'ᴴ * U k + (U k)ᴴ * U' = 0 := by
    ext i j
    have h1 := h i j
    simp only [hU] at h1
    have h2 := h1.unique (hasDerivAt_const k ((1 : Matrix n n ℂ) i j))
    exact h2
  unfold connection
  rw [Matrix.conjTranspose_mul, Matrix.conjTranspose_conjTranspose]
  exact eq_neg_of_add_eq_zero_left h0

section Bands

variable {U H : ℝ → Matrix n n ℂ} {U' H' : Matrix n n ℂ} {ε : ℝ → n → ℝ} {ε' : n → ℝ} {k : ℝ}

/-- In the band frame the derivative of the Hamiltonian is the diagonal matrix of band slopes
plus the commutator of the connection with the band energies. -/
theorem velocityMatrix_eq (hU : ∀ q, (U q)ᴴ * U q = 1) (hU' : HasEntryDeriv U U' k)
    (hε : ∀ i, HasDerivAt (fun q => ε q i) (ε' i) k)
    (hH : ∀ q, H q = U q * bandMatrix (ε q) * (U q)ᴴ) (hH' : HasEntryDeriv H H' k) :
    velocityMatrix (U k) H' = bandMatrix ε' +
      (connection (U k) U' * bandMatrix (ε k) - bandMatrix (ε k) * connection (U k) U') := by
  have hUs : HasEntryDeriv (fun q => (U q)ᴴ) U'ᴴ k := fun i j => (hU' j i).star
  have hD : HasEntryDeriv (fun q => bandMatrix (ε q)) (bandMatrix ε') k := by
    intro i j
    by_cases h : i = j
    · subst h
      simp only [bandMatrix, Matrix.diagonal_apply_eq]
      exact (hε i).ofReal_comp
    · simp only [bandMatrix, Matrix.diagonal_apply_ne _ h]
      exact hasDerivAt_const k 0
  have h := (hU'.mul hD).mul hUs
  -- differentiate `U D Uᴴ`
  have e : H' = (U' * bandMatrix (ε k) + U k * bandMatrix ε') * (U k)ᴴ
      + U k * bandMatrix (ε k) * U'ᴴ := by
    ext i j
    have h1 := hH' i j
    simp only [hH] at h1
    exact h1.unique (h i j)
  have hA : U'ᴴ * U k = -((U k)ᴴ * U') := by
    simpa only [connection, Matrix.conjTranspose_mul, Matrix.conjTranspose_conjTranspose]
      using connection_antiHermitian hU hU'
  -- rotate into the band frame and use unitarity
  unfold velocityMatrix connection
  rw [e]
  calc _ = ((U k)ᴴ * U') * bandMatrix (ε k) * ((U k)ᴴ * U k)
        + ((U k)ᴴ * U k) * bandMatrix ε' * ((U k)ᴴ * U k)
        + ((U k)ᴴ * U k) * bandMatrix (ε k) * (U'ᴴ * U k) := by noncomm_ring
    _ = _ := by
      rw [hU k, hA]
      noncomm_ring

/-- Entry by entry, the velocity matrix is the diagonal matrix of slopes plus the connection
times the energy difference of the two bands. -/
theorem velocityMatrix_apply (hU : ∀ q, (U q)ᴴ * U q = 1) (hU' : HasEntryDeriv U U' k)
    (hε : ∀ i, HasDerivAt (fun q => ε q i) (ε' i) k)
    (hH : ∀ q, H q = U q * bandMatrix (ε q) * (U q)ᴴ) (hH' : HasEntryDeriv H H' k) (i j : n) :
    velocityMatrix (U k) H' i j =
      bandMatrix ε' i j + connection (U k) U' i j * ((ε k j : ℂ) - (ε k i : ℂ)) := by
  rw [velocityMatrix_eq hU hU' hε hH hH']
  simp only [Matrix.add_apply, Matrix.sub_apply, bandMatrix, Matrix.mul_diagonal,
    Matrix.diagonal_mul]
  ring

/-- On the states of a common energy `E`, the velocity matrix in the differentiable band frame
is diagonal, with the band slopes as entries. -/
theorem degenerateBlock_velocity (hU : ∀ q, (U q)ᴴ * U q = 1) (hU' : HasEntryDeriv U U' k)
    (hε : ∀ i, HasDerivAt (fun q => ε q i) (ε' i) k)
    (hH : ∀ q, H q = U q * bandMatrix (ε q) * (U q)ᴴ) (hH' : HasEntryDeriv H H' k) (E : ℝ) :
    degenerateBlock (ε k) E (velocityMatrix (U k) H') = bandMatrix fun i => ε' i.val := by
  ext i j
  -- equal energies remove the commutator
  rw [degenerateBlock, Matrix.submatrix_apply, velocityMatrix_apply hU hU' hε hH hH',
    i.2, j.2, sub_self, mul_zero, add_zero]
  by_cases h : i = j
  · subst h
    simp only [bandMatrix, Matrix.diagonal_apply_eq]
  · have h' : i.val ≠ j.val := fun e => h (Subtype.ext e)
    simp only [bandMatrix, Matrix.diagonal_apply_ne _ h, Matrix.diagonal_apply_ne _ h']

end Bands

/-- The trace of the square of a matrix is unchanged by a unitary change of basis. -/
theorem trace_sq_invariant {V : Matrix n n ℂ} (hV : Vᴴ * V = 1) (M : Matrix n n ℂ) :
    ((Vᴴ * M * V) * (Vᴴ * M * V)).trace = (M * M).trace := by
  have hV' : V * Vᴴ = 1 := mul_eq_one_comm.mp hV
  have h : (Vᴴ * M * V) * (Vᴴ * M * V) = Vᴴ * (M * M) * V := by
    calc _ = Vᴴ * M * (V * Vᴴ) * M * V := by noncomm_ring
      _ = _ := by
        rw [hV']
        noncomm_ring
  rw [h, Matrix.trace_mul_comm (Vᴴ * (M * M)) V, ← mul_assoc, hV', one_mul]

/-- In every orthonormal basis of a degenerate block, the trace of the squared velocity block
is the sum of the squared band slopes. -/
theorem trace_sq_degenerateBlock {U H : ℝ → Matrix n n ℂ} {U' H' : Matrix n n ℂ}
    {ε : ℝ → n → ℝ} {ε' : n → ℝ} {k : ℝ}
    (hU : ∀ q, (U q)ᴴ * U q = 1) (hU' : HasEntryDeriv U U' k)
    (hε : ∀ i, HasDerivAt (fun q => ε q i) (ε' i) k)
    (hH : ∀ q, H q = U q * bandMatrix (ε q) * (U q)ᴴ) (hH' : HasEntryDeriv H H' k) (E : ℝ)
    {V : Matrix {i // ε k i = E} {i // ε k i = E} ℂ} (hV : Vᴴ * V = 1) :
    ((Vᴴ * degenerateBlock (ε k) E (velocityMatrix (U k) H') * V) *
      (Vᴴ * degenerateBlock (ε k) E (velocityMatrix (U k) H') * V)).trace =
      ∑ i : {i // ε k i = E}, (ε' i.val : ℂ) ^ 2 := by
  rw [trace_sq_invariant hV, degenerateBlock_velocity hU hU' hε hH hH']
  simp only [bandMatrix, Matrix.diagonal_mul_diagonal, Matrix.trace_diagonal, sq]

/-- For a Hermitian matrix the real part of the trace of the square is the sum of the squared moduli
of the diagonal entries plus the squared moduli of all off-diagonal entries. -/
theorem trace_sq_eq_diagonal_add_offDiagonal {M : Matrix n n ℂ} (hM : M.IsHermitian) :
    (M * M).trace.re =
      ∑ i, ‖M i i‖ ^ 2 + ∑ i, ∑ j ∈ Finset.univ.erase i, ‖M i j‖ ^ 2 := by
  have h : ∀ i j, (M i j * M j i).re = ‖M i j‖ ^ 2 := by
    intro i j
    rw [← hM.apply j i, Complex.sq_norm, Complex.normSq_apply]
    simp
  simp only [Matrix.trace, Matrix.diag_apply, Matrix.mul_apply, Complex.re_sum, h]
  rw [← Finset.sum_add_distrib]
  refine Finset.sum_congr rfl fun i _ => ?_
  exact (Finset.add_sum_erase Finset.univ (fun j => ‖M i j‖ ^ 2) (Finset.mem_univ i)).symm

/-- The Pauli matrix `σ_x`. -/
def sigmaX : Matrix (Fin 2) (Fin 2) ℂ := !![0, 1; 1, 0]

/-- The matrix with rows `(c, c)` and `(c, -c)`, where `c = (1 + i) / 2`. -/
def eigenframe : Matrix (Fin 2) (Fin 2) ℂ :=
  !![⟨1 / 2, 1 / 2⟩, ⟨1 / 2, 1 / 2⟩; ⟨1 / 2, 1 / 2⟩, ⟨-1 / 2, -1 / 2⟩]

/-- The eigenframe is unitary and brings `σ_x` to the diagonal form with entries `1` and `-1`. -/
theorem eigenframe_diagonalizes : eigenframeᴴ * eigenframe = 1 ∧
    eigenframeᴴ * sigmaX * eigenframe = !![1, 0; 0, -1] := by
  constructor <;> ext i j <;> fin_cases i <;> fin_cases j <;> apply Complex.ext <;>
    simp [eigenframe, sigmaX, Matrix.mul_apply, Fin.sum_univ_succ] <;> norm_num

/-- The linear crossing `H(q) = q σ_x` has the constant unitary eigenframe and the band
energies `q` and `-q`. -/
theorem linear_crossing_witness (q : ℝ) : eigenframeᴴ * eigenframe = 1 ∧
    (q : ℂ) • sigmaX = eigenframe * bandMatrix ![q, -q] * eigenframeᴴ := by
  refine ⟨eigenframe_diagonalizes.1, ?_⟩
  have hW : eigenframe * eigenframeᴴ = 1 := mul_eq_one_comm.mp eigenframe_diagonalizes.1
  have hD : bandMatrix ![q, -q] = (q : ℂ) • (eigenframeᴴ * sigmaX * eigenframe) := by
    rw [eigenframe_diagonalizes.2]
    ext i j
    fin_cases i <;> fin_cases j <;> simp [bandMatrix]
  calc (q : ℂ) • sigmaX
      = (q : ℂ) • ((eigenframe * eigenframeᴴ) * sigmaX * (eigenframe * eigenframeᴴ)) := by
        rw [hW, one_mul, mul_one]
    _ = eigenframe * ((q : ℂ) • (eigenframeᴴ * sigmaX * eigenframe)) * eigenframeᴴ := by
        rw [Matrix.mul_smul, Matrix.smul_mul]
        simp only [Matrix.mul_assoc]
    _ = _ := by rw [hD]

/-- For `σ_x` the sum of squared diagonal entries is `0` in the original basis and `2` in the
eigenframe, while the trace of the square is `2` in both. -/
theorem sigmaX_diagonal_sum_basis_dependent :
    ∑ i, sigmaX i i ^ 2 = 0 ∧
    ∑ i, (eigenframeᴴ * sigmaX * eigenframe) i i ^ 2 = 2 ∧
    (sigmaX * sigmaX).trace = 2 ∧
    ((eigenframeᴴ * sigmaX * eigenframe) * (eigenframeᴴ * sigmaX * eigenframe)).trace = 2 := by
  have ht : (sigmaX * sigmaX).trace = 2 := by
    norm_num [sigmaX, Matrix.trace_fin_two]
  refine ⟨?_, ?_, ht, (trace_sq_invariant eigenframe_diagonalizes.1 sigmaX).trans ht⟩
  · simp [sigmaX, Fin.sum_univ_succ]
  · rw [eigenframe_diagonalizes.2]
    norm_num [Fin.sum_univ_succ]

end

end BandVelocityMatrix
```

```lean
#print axioms BandVelocityMatrix.degenerateBlock_velocity
#print axioms BandVelocityMatrix.trace_sq_degenerateBlock
#print axioms BandVelocityMatrix.trace_sq_eq_diagonal_add_offDiagonal
#print axioms BandVelocityMatrix.sigmaX_diagonal_sum_basis_dependent
```

```
'BandVelocityMatrix.degenerateBlock_velocity' depends on axioms: [propext, Classical.choice, Quot.sound]
'BandVelocityMatrix.trace_sq_degenerateBlock' depends on axioms: [propext, Classical.choice, Quot.sound]
'BandVelocityMatrix.trace_sq_eq_diagonal_add_offDiagonal' depends on axioms: [propext, Classical.choice, Quot.sound]
'BandVelocityMatrix.sigmaX_diagonal_sum_basis_dependent' depends on axioms: [propext, Classical.choice, Quot.sound]
```

`HasEntryDeriv.mul` sums the scalar product rules over the inner index. In `connection_antiHermitian`, uniqueness of the derivative equates the product-rule result for $U^\dagger U$ with the zero derivative of a constant. `velocityMatrix_eq` applies the product rule twice, identifies $H'$ by the same uniqueness, and regroups the rotated terms with `noncomm_ring`.

`velocityMatrix_apply` reads off the entries, and `degenerateBlock_velocity` replaces both energies by `E`, which removes the commutator. `trace_sq_invariant` obtains $VV^\dagger=1$ from $V^\dagger V=1$ and uses cyclicity; `trace_sq_degenerateBlock` combines it with the block result. `trace_sq_eq_diagonal_add_offDiagonal` splits the Hermitian sum into diagonal and off-diagonal parts.

For $\sigma_x$, `eigenframe` uses $c=(1+i)/2$, with $|c|=1/\sqrt2$, so its columns are the normalised eigenvectors times a common phase. `linear_crossing_witness` verifies the decomposition of $q\sigma_x$, and `sigmaX_diagonal_sum_basis_dependent` collects the four values.

The differentiability of $U$ cannot be dropped with nothing in its place, because a frame that jumps at $k$ can break the block result. For $q\sigma_x$, take $U(q)$ to be the constant eigenframe when $q\neq0$, but $U(0)=1$. Every other hypothesis still holds at $k=0$, since $H(0)=0$. Yet the velocity matrix there is $\sigma_x$, whose diagonal entries are zero instead of $\pm1$.

A numerical eigensolver can return just such a frame, because any orthonormal basis of a degenerate eigenspace is a valid output. A code that computes $U^\dagger H'U$ at each momentum can group states that are degenerate within a tolerance and diagonalise each velocity block. For an exact degeneracy that satisfies the hypotheses above, this gives the slopes along the chosen direction; an avoided crossing with a gap below the tolerance would be treated as a true crossing, and the result can then differ from the band slopes. In a linear-response Boltzmann calculation for independent electrons without a magnetic field, with a relaxation time that depends only on energy, the conductivity component $\sigma_{xx}$ along the chosen direction $x$ needs, at each momentum, only the sum of squared slopes at each energy, so the trace of the squared block suffices.
